# A common constant cancels from ground-state level shifts, and first-order estimates bound them

An atom's core level moves when its surroundings change, for instance from bulk to surface. A pseudopotential calculation has removed the core, so the absolute level contains an atomic constant that the calculation does not supply. Does the shift depend on that constant, and how far off is an estimate that keeps the old state?

## Shift and bounds

Let $H$, $V_A$ and $V_B$ be Hermitian matrices in a finite, nonempty orthonormal basis: the reference Hamiltonian and the potentials of two environments. The core level is modelled as the lowest eigenvalue, written $E_0$, of a matrix that describes the core electron. The lowest eigenvalue of a valence-only pseudopotential Hamiltonian is a valence level, not this one. For every real $c$,

$$E_0(H+V_A+cI)-E_0(H+V_B+cI)=E_0(H+V_A)-E_0(H+V_B).$$

If $\psi$ and $\varphi$ are unit ground vectors of $H$ and $H+V_A$, then

$$\langle\varphi,V_A\varphi\rangle\le E_0(H+V_A)-E_0(H)\le\langle\psi,V_A\psi\rangle.$$

The right-hand side is called the initial-state estimate here, because it keeps $\psi$. In core-level spectroscopy, an initial-state shift usually means one without the response to the core hole, and the orbital may still adapt to its surroundings. Here "relaxation" means the change from $\psi$ to $\varphi$ under $V_A$, not the screening of a core hole.

## Using the result in a code

For fixed matrix Hamiltonians, a code may omit the atomic constant from a shift if both environments share it. The constant stands for a core contribution that does not respond to the surroundings. Both energies must also be measured from the same zero of potential, which separate periodic calculations do not guarantee. The bounds also give a check: a computed shift outside them, beyond numerical error, signals an inconsistency in the energies, vectors or matrices. This check is for the lowest eigenvalue. For a higher one the constant still cancels, but the bounds can fail: in the example below, the upper level rises from 7 to 16, although the expectation value of $V_A$ in its old state is 0.

## Derivation from trial vectors

Let $A$ be Hermitian. All eigenvalues of $A-E_0(A)I$ are nonnegative, so for a unit vector $x$

$$\langle x,Ax\rangle-E_0(A)=\langle x,(A-E_0(A)I)x\rangle\ge0.$$

In an eigenbasis the middle expression is a sum of nonnegative terms. If it vanishes, $x$ has components only along eigenvectors at $E_0(A)$, so $x$ is a ground vector. The converse is immediate.

**Constant.** $Ax=Ex$ holds exactly when $(A+cI)x=(E+c)x$. Hence $E_0(A+cI)=E_0(A)+c$, and $c$ cancels in the difference.

**Upper bound.** Use $\psi$ as a trial vector for $H+V_A$:
$$E_0(H+V_A)\le\langle\psi,H\psi\rangle+\langle\psi,V_A\psi\rangle=E_0(H)+\langle\psi,V_A\psi\rangle.$$
Equality holds exactly when $\psi$ is also a ground vector of $H+V_A$.

**Lower bound.** Use $\varphi$ as a trial vector for $H$:
$$E_0(H)\le\langle\varphi,H\varphi\rangle=E_0(H+V_A)-\langle\varphi,V_A\varphi\rangle.$$

**Two environments.** Let $\varphi_A,\varphi_B$ be unit ground vectors of $H+V_A,H+V_B$. Using each as a trial vector for the other Hamiltonian gives
$$\langle\varphi_A,(V_A-V_B)\varphi_A\rangle\le E_0(H+V_A)-E_0(H+V_B)\le\langle\varphi_B,(V_A-V_B)\varphi_B\rangle.$$

**Example.** Take
$$H=\begin{pmatrix}0&0\\0&7\end{pmatrix},\qquad V_A=\begin{pmatrix}0&12\\12&0\end{pmatrix}.$$
The eigenvalues of $H+V_A$ satisfy $E(E-7)=144$, so they are $-9$ and $16$. With $\psi=(1,0)$ and $\varphi=(4/5,-3/5)$, the bounds read $-288/25<-9<0$.

## The Lean file

```lean
import Mathlib

open Matrix
open scoped ComplexOrder

namespace CoreLevelShift

variable {n : Type*} [Fintype n]

/-- The energy levels of a matrix Hamiltonian: its real eigenvalues. -/
def levels (A : Matrix n n ℂ) : Set ℝ :=
  {E | ∃ x : n → ℂ, x ≠ 0 ∧ A *ᵥ x = (E : ℂ) • x}

/-- The ground-state energy: the infimum of the energy levels. -/
noncomputable def groundEnergy (A : Matrix n n ℂ) : ℝ := sInf (levels A)

/-- The real part of the expectation value `⟨x, A x⟩`. -/
def expect (A : Matrix n n ℂ) (x : n → ℂ) : ℝ := (star x ⬝ᵥ A *ᵥ x).re

/-- A ground state is a unit eigenvector at the ground-state energy. -/
def IsGroundState (A : Matrix n n ℂ) (x : n → ℂ) : Prop :=
  star x ⬝ᵥ x = 1 ∧ A *ᵥ x = (groundEnergy A : ℂ) • x

lemma expect_add (A B : Matrix n n ℂ) (x : n → ℂ) :
    expect (A + B) x = expect A x + expect B x := by
  simp [expect, Matrix.add_mulVec, dotProduct_add]

lemma IsGroundState.expect_eq {A : Matrix n n ℂ} {x : n → ℂ} (h : IsGroundState A x) :
    expect A x = groundEnergy A := by
  unfold expect
  rw [h.2, dotProduct_smul, h.1]
  simp

variable [DecidableEq n]

lemma eigenvalue_mem {A : Matrix n n ℂ} (hA : A.IsHermitian) (j : n) :
    hA.eigenvalues j ∈ levels A := by
  refine ⟨(hA.eigenvectorBasis j).ofLp, ?_, ?_⟩
  · intro h
    have h0 : hA.eigenvectorBasis j = 0 := by
      ext i
      exact congrFun h i
    exact hA.eigenvectorBasis.orthonormal.ne_zero j h0
  · refine (hA.mulVec_eigenvectorBasis j).trans ?_
    ext i
    simp [Complex.real_smul]

lemma mem_levels_add_const (A : Matrix n n ℂ) (c E : ℝ) :
    E ∈ levels (A + (c : ℂ) • (1 : Matrix n n ℂ)) ↔ E - c ∈ levels A := by
  constructor
  · rintro ⟨x, hx, h⟩
    refine ⟨x, hx, ?_⟩
    rw [Matrix.add_mulVec, Matrix.smul_mulVec, Matrix.one_mulVec] at h
    rw [Complex.ofReal_sub, sub_smul]
    exact eq_sub_of_add_eq h
  · rintro ⟨x, hx, h⟩
    refine ⟨x, hx, ?_⟩
    rw [Complex.ofReal_sub, sub_smul] at h
    rw [Matrix.add_mulVec, Matrix.smul_mulVec, Matrix.one_mulVec, h, sub_add_cancel]

variable [Nonempty n]

/-- The ground-state energy of a Hermitian matrix is its lowest eigenvalue. -/
theorem groundEnergy_isLeast {A : Matrix n n ℂ} (hA : A.IsHermitian) :
    IsLeast (levels A) (groundEnergy A) := by
  -- a finite matrix has finitely many levels, so the infimum is attained
  have hfin : (levels A).Finite := by
    have h := (Module.End.finite_hasEigenvalue (Matrix.toLin' A)).preimage
      (f := fun r : ℝ => (r : ℂ)) Complex.ofReal_injective.injOn
    refine h.subset ?_
    rintro E ⟨x, hx, hE⟩
    show Module.End.HasEigenvalue (Matrix.toLin' A) (E : ℂ)
    refine Module.End.hasEigenvalue_of_hasEigenvector (x := x)
      ⟨Module.End.mem_eigenspace_iff.2 ?_, hx⟩
    rw [Matrix.toLin'_apply]
    exact hE
  have hne : (levels A).Nonempty := ⟨_, eigenvalue_mem hA (Classical.arbitrary n)⟩
  exact ⟨hne.csInf_mem hfin, fun E hE => csInf_le hfin.bddBelow hE⟩

lemma excess_posSemidef {A : Matrix n n ℂ} (hA : A.IsHermitian) :
    (A - (groundEnergy A : ℂ) • (1 : Matrix n n ℂ)).PosSemidef := by
  have hB : (A - (groundEnergy A : ℂ) • (1 : Matrix n n ℂ)).IsHermitian :=
    hA.sub (by simp [Matrix.IsHermitian, Matrix.conjTranspose_smul])
  rw [hB.posSemidef_iff_eigenvalues_nonneg]
  intro j
  obtain ⟨x, hx, h⟩ := eigenvalue_mem hB j
  rw [Matrix.sub_mulVec, Matrix.smul_mulVec, Matrix.one_mulVec] at h
  have hm : hB.eigenvalues j + groundEnergy A ∈ levels A := by
    refine ⟨x, hx, ?_⟩
    rw [Complex.ofReal_add, add_smul]
    exact sub_eq_iff_eq_add.1 h
  have hle := (groundEnergy_isLeast hA).2 hm
  show (0 : ℝ) ≤ hB.eigenvalues j
  linarith

/-- Variational principle: a unit trial vector has energy at least the ground-state energy,
with equality exactly when it is a ground state. -/
theorem variational {A : Matrix n n ℂ} (hA : A.IsHermitian) {x : n → ℂ}
    (hx : star x ⬝ᵥ x = 1) :
    groundEnergy A ≤ expect A x ∧ (expect A x = groundEnergy A ↔ IsGroundState A x) := by
  have hval : star x ⬝ᵥ (A - (groundEnergy A : ℂ) • (1 : Matrix n n ℂ)) *ᵥ x
      = star x ⬝ᵥ A *ᵥ x - (groundEnergy A : ℂ) := by
    rw [Matrix.sub_mulVec, Matrix.smul_mulVec, Matrix.one_mulVec, dotProduct_sub,
      dotProduct_smul, hx, smul_eq_mul, mul_one]
  have h := (excess_posSemidef hA).dotProduct_mulVec_nonneg x
  have hre := (Complex.le_def.1 h).1
  have him := (Complex.le_def.1 h).2
  rw [hval, Complex.sub_re, Complex.ofReal_re, Complex.zero_re] at hre
  refine ⟨by unfold expect; linarith, fun he => ⟨hx, ?_⟩, fun hg => hg.expect_eq⟩
  -- zero excess energy forces the eigenvalue equation
  have hz : star x ⬝ᵥ (A - (groundEnergy A : ℂ) • (1 : Matrix n n ℂ)) *ᵥ x = 0 := by
    apply Complex.ext
    · rw [hval, Complex.sub_re, Complex.ofReal_re, Complex.zero_re]
      unfold expect at he
      linarith
    · exact him.symm
  have hk := ((excess_posSemidef hA).dotProduct_mulVec_zero_iff x).1 hz
  rw [Matrix.sub_mulVec, Matrix.smul_mulVec, Matrix.one_mulVec] at hk
  exact sub_eq_zero.1 hk

/-- A constant potential `c` raises the ground-state energy by `c`. -/
theorem groundEnergy_add_const {A : Matrix n n ℂ} (hA : A.IsHermitian) (c : ℝ) :
    groundEnergy (A + (c : ℂ) • (1 : Matrix n n ℂ)) = groundEnergy A + c := by
  have hl := groundEnergy_isLeast hA
  refine IsLeast.csInf_eq ⟨?_, fun E hE => ?_⟩
  · rw [mem_levels_add_const, add_sub_cancel_right]
    exact hl.1
  · have := hl.2 ((mem_levels_add_const A c E).1 hE)
    linarith

/-- The level shift between environments `VA` and `VB` is independent of the atomic constant `c`.
The shift caused by `VA` lies between the expectation values of `VA` in the relaxed ground
state `φ` and in the initial ground state `ψ`. -/
theorem core_level_shift {H VA VB : Matrix n n ℂ} (hH : H.IsHermitian)
    (hA : VA.IsHermitian) (hB : VB.IsHermitian) {ψ φ : n → ℂ}
    (hψ : IsGroundState H ψ) (hφ : IsGroundState (H + VA) φ) :
    (∀ c : ℝ, groundEnergy (H + VA + (c : ℂ) • (1 : Matrix n n ℂ))
        - groundEnergy (H + VB + (c : ℂ) • (1 : Matrix n n ℂ))
        = groundEnergy (H + VA) - groundEnergy (H + VB)) ∧
      expect VA φ ≤ groundEnergy (H + VA) - groundEnergy H ∧
      groundEnergy (H + VA) - groundEnergy H ≤ expect VA ψ := by
  refine ⟨fun c => ?_, ?_, ?_⟩
  · rw [groundEnergy_add_const (hH.add hA), groundEnergy_add_const (hH.add hB)]
    ring
  · -- the relaxed state is a trial vector for `H`
    have h1 := (variational hH hφ.1).1
    have h2 := hφ.expect_eq
    rw [expect_add] at h2
    linarith
  · -- the initial state is a trial vector for `H + VA`
    have h1 := (variational (hH.add hA) hψ.1).1
    rw [expect_add, hψ.expect_eq] at h1
    linarith

/-- The shift between two environments lies between the expectation values of the potential
difference in the two ground states. -/
theorem shift_between_environments {H VA VB : Matrix n n ℂ} (hH : H.IsHermitian)
    (hA : VA.IsHermitian) (hB : VB.IsHermitian) {φA φB : n → ℂ}
    (hφA : IsGroundState (H + VA) φA) (hφB : IsGroundState (H + VB) φB) :
    expect VA φA - expect VB φA ≤ groundEnergy (H + VA) - groundEnergy (H + VB) ∧
      groundEnergy (H + VA) - groundEnergy (H + VB) ≤ expect VA φB - expect VB φB := by
  have h1 := (variational (hH.add hB) hφA.1).1
  have h2 := (variational (hH.add hA) hφB.1).1
  have h3 := hφA.expect_eq
  have h4 := hφB.expect_eq
  rw [expect_add] at h1 h2 h3 h4
  constructor <;> linarith

/-- The initial-state estimate of the shift is exact if and only if the initial ground state
is also a ground state in the presence of `V`. -/
theorem initial_state_exact_iff {H V : Matrix n n ℂ} (hH : H.IsHermitian)
    (hV : V.IsHermitian) {ψ : n → ℂ} (hψ : IsGroundState H ψ) :
    groundEnergy (H + V) - groundEnergy H = expect V ψ ↔ IsGroundState (H + V) ψ := by
  rw [← (variational (hH.add hV) hψ.1).2, expect_add, hψ.expect_eq]
  constructor <;> intro h <;> linarith

omit [Fintype n] [DecidableEq n] [Nonempty n] in
/-- Every real eigenvalue `E` of the symmetric 2 × 2 matrix with diagonal entries `a`, `d` and both
off-diagonal entries `b` satisfies the secular equation `(E - a) * (E - d) = b ^ 2`. -/
theorem secular_equation {a b d : ℂ} {E : ℝ} (h : E ∈ levels !![a, b; b, d]) :
    ((E : ℂ) - a) * (E - d) = b ^ 2 := by
  obtain ⟨x, hx, hE⟩ := h
  have h0 : a * x 0 + b * x 1 = E * x 0 := by
    simpa [Matrix.mulVec, dotProduct, Fin.sum_univ_two] using congrFun hE 0
  have h1 : b * x 0 + d * x 1 = E * x 1 := by
    simpa [Matrix.mulVec, dotProduct, Fin.sum_univ_two] using congrFun hE 1
  by_contra hne
  have hs : ((E : ℂ) - a) * (E - d) - b ^ 2 ≠ 0 := sub_ne_zero.2 hne
  have e0 : (((E : ℂ) - a) * (E - d) - b ^ 2) * x 0 = 0 := by
    linear_combination (d - E) * h0 - b * h1
  have e1 : (((E : ℂ) - a) * (E - d) - b ^ 2) * x 1 = 0 := by
    linear_combination (a - E) * h1 - b * h0
  apply hx
  ext i
  fin_cases i
  · exact (mul_eq_zero.1 e0).resolve_left hs
  · exact (mul_eq_zero.1 e1).resolve_left hs

/-- Two levels at 0 and 7 with coupling 12 as the perturbation: the shift is -9, the relaxed
state gives -288/25 and the initial state gives 0. -/
theorem core_level_shift_witness :
    IsGroundState !![(0 : ℂ), 0; 0, 7] ![1, 0] ∧
    IsGroundState (!![(0 : ℂ), 0; 0, 7] + !![0, 12; 12, 0]) ![4 / 5, -3 / 5] ∧
    expect !![(0 : ℂ), 12; 12, 0] ![4 / 5, -3 / 5] = -288 / 25 ∧
    groundEnergy (!![(0 : ℂ), 0; 0, 7] + !![0, 12; 12, 0])
      - groundEnergy !![(0 : ℂ), 0; 0, 7] = -9 ∧
    expect !![(0 : ℂ), 12; 12, 0] ![1, 0] = 0 := by
  have hsum : !![(0 : ℂ), 0; 0, 7] + !![0, 12; 12, 0] = !![0, 12; 12, 7] := by
    ext i j
    fin_cases i <;> fin_cases j <;> simp
  have v0 : !![(0 : ℂ), 0; 0, 7] *ᵥ ![1, 0] = ((0 : ℝ) : ℂ) • ![1, 0] := by
    ext i
    fin_cases i <;> simp [Matrix.mulVec, dotProduct, Fin.sum_univ_two]
  have v1 : !![(0 : ℂ), 12; 12, 7] *ᵥ ![4 / 5, -3 / 5]
      = ((-9 : ℝ) : ℂ) • ![4 / 5, -3 / 5] := by
    ext i
    fin_cases i <;> simp [Matrix.mulVec, dotProduct, Fin.sum_univ_two] <;> norm_num
  -- the secular equation fixes both ground-state energies
  have g0 : groundEnergy !![(0 : ℂ), 0; 0, 7] = 0 := by
    refine IsLeast.csInf_eq ⟨⟨![1, 0], fun h => ?_, v0⟩, fun E hE => ?_⟩
    · simpa using congrFun h 0
    · have h := secular_equation hE
      have hr : (E - 0) * (E - 7) = 0 ^ 2 := by exact_mod_cast h
      by_contra hlt
      nlinarith [not_le.1 hlt]
  have g1 : groundEnergy !![(0 : ℂ), 12; 12, 7] = -9 := by
    refine IsLeast.csInf_eq ⟨⟨![4 / 5, -3 / 5], fun h => ?_, v1⟩, fun E hE => ?_⟩
    · simpa using congrFun h 0
    · have h := secular_equation hE
      have hr : (E - 0) * (E - 7) = 12 ^ 2 := by exact_mod_cast h
      by_contra hlt
      nlinarith [not_le.1 hlt]
  -- real numerals are their own conjugates
  have k3 : (starRingEnd ℂ) 3 = 3 := Complex.conj_eq_iff_im.2 (by simp)
  have k4 : (starRingEnd ℂ) 4 = 4 := Complex.conj_eq_iff_im.2 (by simp)
  have k5 : (starRingEnd ℂ) 5 = 5 := Complex.conj_eq_iff_im.2 (by simp)
  have hex : star ![(4 / 5 : ℂ), -3 / 5] ⬝ᵥ !![(0 : ℂ), 12; 12, 0] *ᵥ ![4 / 5, -3 / 5]
      = ((-288 / 25 : ℝ) : ℂ) := by
    simp [Matrix.mulVec, dotProduct, Fin.sum_univ_two, k3, k4, k5]
    norm_num
  rw [hsum]
  refine ⟨⟨?_, by rw [g0]; exact v0⟩, ⟨?_, by rw [g1]; exact v1⟩, ?_, ?_, ?_⟩
  · simp [dotProduct, Fin.sum_univ_two]
  · simp [dotProduct, Fin.sum_univ_two, k3, k4, k5]
    norm_num
  · unfold expect
    rw [hex, Complex.ofReal_re]
  · rw [g0, g1]
    norm_num
  · simp [expect, Matrix.mulVec, dotProduct, Fin.sum_univ_two]

end CoreLevelShift
```

```lean
#print axioms CoreLevelShift.core_level_shift
-- 'CoreLevelShift.core_level_shift' depends on axioms: [propext, Classical.choice, Quot.sound]
#print axioms CoreLevelShift.shift_between_environments
-- 'CoreLevelShift.shift_between_environments' depends on axioms: [propext, Classical.choice, Quot.sound]
#print axioms CoreLevelShift.initial_state_exact_iff
-- 'CoreLevelShift.initial_state_exact_iff' depends on axioms: [propext, Classical.choice, Quot.sound]
```

## From the matrices to the theorems

`levels` collects the real eigenvalues, and `groundEnergy` is their infimum. `IsGroundState` requires a unit eigenvector at that energy; degeneracy is allowed. `expect` takes the real part of $\langle x,Ax\rangle$, which is the whole value for Hermitian $A$. `variational`, `groundEnergy_add_const`, `core_level_shift`, `shift_between_environments` and `initial_state_exact_iff` all assume Hermitian matrices, although their docstrings do not say so. In `core_level_shift`, `ψ` and `φ` are assumed to be ground states of `H` and `H + VA`.

`groundEnergy_isLeast` uses the finiteness of the spectrum to show that the infimum is attained. `excess_posSemidef` proves the nonnegativity above, and `variational` turns it into the trial-vector inequality with its equality case. `mem_levels_add_const` and `groundEnergy_add_const` handle the constant. In `core_level_shift`, `expect_add` splits the energies and `linarith` rearranges the inequalities; `shift_between_environments` repeats this for two environments. `initial_state_exact_iff` applies the equality case.

For the example, `secular_equation` shows that a nonzero eigenvector forces the quadratic condition. `core_level_shift_witness` then uses `nlinarith` to exclude eigenvalues below the claimed minima.

The matrices are fixed inputs, so a self-consistent change of the potential is covered only if $V_A$ and $V_B$ already contain it. The construction of a pseudopotential, the reconstruction of core orbitals and the basis-set error are not covered. That both environments have the same $c$ is an assumption about the atom, not a consequence of the theorem.
